# Over one Bloch period, the band energy of a finite-range hopping model averages to its on-site term

Take a single band on a one-dimensional lattice, with the lattice spacing and ħ set to 1, and let the momentum move as `k - F * s` in time `s`. The dispersion at momentum `q` is the sum of `h r * exp (i q r)` over integers `r`, where only finitely many hopping amplitudes `h r` are nonzero and they may be any complex numbers. The theorem `integral_dispersion_period` says that if `F * T = 2 * π`, the integral of the dispersion along this motion from `t` to `t + T` is `T * h 0`, whatever the starting momentum and time. The attempt first shows that each plane wave with `r ≠ 0` integrates to zero, because it is, up to a nonzero constant factor, the derivative of a function that returns to its starting value. It then exchanges the integral with the finite sum, so that only the term `r = 0` is left.

Lean 4 with Mathlib refuses this proof:

```lean
import Mathlib

open Complex
open scoped Real

namespace BlochOscillation

noncomputable section

/-- The lattice plane wave `exp (i k x)` on the integers. -/
def planeWave (k : ℝ) (x : ℤ) : ℂ := exp (I * (k : ℂ) * (x : ℂ))

/-- The dispersion `E(k)`, the Fourier sum of the hopping amplitudes. -/
def dispersion (h : ℤ →₀ ℂ) (k : ℝ) : ℂ :=
  ∑ r ∈ h.support, h r * planeWave k r

/-- The time derivative of a plane wave whose momentum moves as `k - F t`. -/
theorem hasDerivAt_planeWave (F k t : ℝ) (x : ℤ) :
    HasDerivAt (fun s : ℝ => planeWave (k - F * s) x)
      (-(I * (F : ℂ) * (x : ℂ)) * planeWave (k - F * t) x) t := by
  have h0 : HasDerivAt (fun s : ℝ => k - F * s) (-F) t := by
    simpa using ((hasDerivAt_id t).const_mul F).const_sub k
  have h1 : HasDerivAt (fun s : ℝ => ((k - F * s : ℝ) : ℂ)) ((-F : ℝ) : ℂ) t :=
    h0.ofReal_comp
  have h2 := ((h1.const_mul I).mul_const (x : ℂ)).cexp
  unfold planeWave
  refine h2.congr_deriv ?_
  push_cast
  ring

/-- Lattice plane waves are unchanged when the momentum is lowered by `2 π`. -/
theorem planeWave_sub_two_pi (q : ℝ) (x : ℤ) :
    planeWave (q - 2 * π) x = planeWave q x := by
  unfold planeWave
  refine Complex.exp_eq_exp_iff_exists_int.mpr ⟨-x, ?_⟩
  push_cast
  ring

/-- Over a time `T` with `F T = 2 π`, the energy integrates to `T` times the on-site term `h 0`. -/
theorem integral_dispersion_period (h : ℤ →₀ ℂ) (F k t T : ℝ) (hT : F * T = 2 * π) :
    ∫ s in t..(t + T), dispersion h (k - F * s) = (T : ℂ) * h 0 := by
  have hF : F ≠ 0 := by
    rintro rfl
    have := Real.pi_pos
    linarith
  have hc : ∀ r : ℤ, Continuous (fun s : ℝ => planeWave (k - F * s) r) := fun r =>
    continuous_iff_continuousAt.mpr fun s => (hasDerivAt_planeWave F k s r).continuousAt
  -- every harmonic with r ≠ 0 averages to zero
  have hz : ∀ r : ℤ, r ≠ 0 → ∫ s in t..(t + T), planeWave (k - F * s) r = 0 := by
    intro r hr
    have key := intervalIntegral.integral_eq_sub_of_hasDerivAt (a := t) (b := t + T)
      (fun s _ => hasDerivAt_planeWave F k s r)
      ((continuous_const.mul (hc r)).intervalIntegrable _ _)
    have e : k - F * (t + T) = k - F * t - 2 * π := by linear_combination -hT
    rw [intervalIntegral.integral_const_mul, e, planeWave_sub_two_pi, sub_self] at key
    refine (mul_eq_zero.mp key).resolve_left ?_
    exact neg_ne_zero.mpr (mul_ne_zero (mul_ne_zero I_ne_zero (by exact_mod_cast hF))
      (by exact_mod_cast hr))
  unfold dispersion
  rw [intervalIntegral.integral_finset_sum
    (fun r _ => (continuous_const.mul (hc r)).intervalIntegrable _ _)]
  rw [Finset.sum_eq_single (0 : ℤ)]
  · simp [planeWave, mul_comm]
  · intro r _ hr
    rw [intervalIntegral.integral_const_mul, hz r hr, mul_zero]
  · intro h0
    simp [Finsupp.notMem_support_iff.mp h0]

end

end BlochOscillation
```

The error:

```
Main.lean:60:6: warning: `intervalIntegral.integral_finset_sum` has been deprecated: Use `intervalIntegral.integral_finsetSum` instead
Main.lean:60:6: error: Tactic `rewrite` failed: Did not find an occurrence of the pattern
  ∫ (x : ℝ) in ?m.317..?m.318, ∑ i ∈ ?m.290, ((fun x => ?m.315 i) * fun s => planeWave (k - F * s) i) x ∂?m.316
in the target expression
  ∫ (s : ℝ) in t..t + T, ∑ r ∈ h.support, h r * planeWave (k - F * s) r = ↑T * h 0

h : ℤ →₀ ℂ
F k t T : ℝ
hT : F * T = 2 * π
hF : F ≠ 0
hc : ∀ (r : ℤ), Continuous fun s => planeWave (k - F * s) r
hz : ∀ (r : ℤ), r ≠ 0 → ∫ (s : ℝ) in t..t + T, planeWave (k - F * s) r = 0
⊢ ∫ (s : ℝ) in t..t + T, ∑ r ∈ h.support, h r * planeWave (k - F * s) r = ↑T * h 0
```

What went wrong. The error comes at the exchange of sum and integral. There `rw` builds its pattern from the integrability proof it is given, and `continuous_const.mul (hc r)` speaks of a product of two functions, one of them a constant still unknown (`?m.315 i`). Each summand in the pattern is therefore that product of functions applied to `x`, while the goal has the product of values `h r * planeWave (k - F * s) r`. The two agree in meaning once the constant is chosen as `h r`, but `rw` did not match one form with the other, and so found nothing to rewrite.

The repair states the integrability first, as `hi`, with each summand written just as it stands in the goal and the measure and endpoints fixed. The rewrite takes its pattern from that statement, and it matches. The proof of `hi` now goes through `const_mul`, with the constant `h r` named.

The warning is a separate matter: `integral_finset_sum` is a deprecated name, and changing it to `integral_finsetSum` is mere tidying.

Fix (accepted with no message):

```diff
@@ -58,6 +58,8 @@
       (by exact_mod_cast hr))
   unfold dispersion
-  rw [intervalIntegral.integral_finset_sum
-    (fun r _ => (continuous_const.mul (hc r)).intervalIntegrable _ _)]
+  have hi : ∀ r ∈ h.support, IntervalIntegrable
+      (fun s : ℝ => h r * planeWave (k - F * s) r) MeasureTheory.volume t (t + T) :=
+    fun r _ => ((hc r).intervalIntegrable t (t + T)).const_mul (h r)
+  rw [intervalIntegral.integral_finsetSum hi]
   rw [Finset.sum_eq_single (0 : ℤ)]
   · simp [planeWave, mul_comm]
```
